# Eigenvectors of BBᵀ with nonzero eigenvalues give complete and nonredundant coordinates for the primitive changes

A geometry optimization in delocalized internal coordinates starts from a redundant list of stretches, bends and torsions. It forms G = BBᵀ at a reference geometry, such as the starting one, diagonalizes it, and keeps the eigenvectors whose eigenvalues are not zero. To first order in the displacement, the coordinates kept this way carry all the information in the primitives and can be varied independently.

## Displacements, primitives and the matrix G

To first order in a Cartesian displacement x, the primitive coordinates change by Bx. Throughout, the changes of primitive and delocalized coordinates are these first-order changes, also where a statement speaks of every displacement or of any values. The finite type `n` labels the Cartesian components, `m` the primitives and `k` the delocalized coordinates. Write r for the rank of B.

```lean
import Mathlib

open Matrix

namespace DelocalizedInternalCoordinates

noncomputable section

variable {m n k : Type*} [Fintype m] [Fintype n] [Fintype k]
```

B may be any real matrix, so the theorems hold for every choice of primitives and of their units, although G and its eigenvectors change with that choice. Row i of B holds the derivatives of primitive i, and no masses enter:

G = BBᵀ.

```lean
/-- The matrix `G = B Bᵀ` built from the matrix `B` that takes Cartesian displacements to
changes of the primitive internal coordinates. -/
def gMatrix (B : Matrix m n ℝ) : Matrix m m ℝ := B * Bᵀ
```

Let U have the chosen eigenvectors u_a as columns, and let Λ be the diagonal matrix of their eigenvalues λ_a. The requirements are

UᵀU = 1,  GU = UΛ,  λ_a ≠ 0 for every a,  number of columns = r.

The delocalized changes are then q = UᵀBx. In the structure below, `lam` is the list of λ_a, and the four fields are the four requirements in order.

```lean
/-- The columns of `U` are orthonormal eigenvectors of `G` with nonzero eigenvalues `lam`,
and there are as many of them as the rank of `B`. -/
structure IsDelocalizedSet [DecidableEq k] (B : Matrix m n ℝ) (U : Matrix m k ℝ)
    (lam : k → ℝ) : Prop where
  orthonormal : Uᵀ * U = 1
  eigen : gMatrix B * U = U * diagonal lam
  nonzero : ∀ a, lam a ≠ 0
  full : Fintype.card k = B.rank
```

Completeness here is relative to the primitives: a vibration that the primitives miss is missed by q as well. The rank is exact, so the choice of a numerical threshold for "zero" is not treated, and neither is the conversion of a finite step in q back to Cartesian coordinates.

## Counting the nonzero eigenvalues

G is symmetric, because (BBᵀ)ᵀ = BBᵀ. For real matrices this is the same as being Hermitian, the form in which Mathlib states its spectral theorem.

```lean
omit [Fintype m] in
/-- The matrix `G` is symmetric. -/
theorem gMatrix_isHermitian (B : Matrix m n ℝ) : (gMatrix B).IsHermitian := by
  change (B * Bᵀ)ᴴ = B * Bᵀ
  rw [conjTranspose_eq_transpose_of_trivial, transpose_mul, transpose_transpose]
```

If Gy = 0, then 0 = yᵀBBᵀy = |Bᵀy|², so Bᵀy = 0; the converse is immediate. G and Bᵀ therefore have the same null space, and

rank G = rank Bᵀ = rank B = r.

In an orthonormal eigenbasis G is diagonal, and its rank is the number of nonzero diagonal entries. Lean indexes the eigenvalues by `m`, one for each basis vector, so counting indices counts multiplicity. The two lines of the proof are these two facts, in reverse order.

```lean
/-- The number of nonzero eigenvalues of `G`, counted with multiplicity, is the rank of `B`. -/
theorem card_nonzero_eigenvalues [DecidableEq m] (B : Matrix m n ℝ) :
    Fintype.card {i // (gMatrix_isHermitian B).eigenvalues i ≠ 0} = B.rank := by
  rw [← (gMatrix_isHermitian B).rank_eq_card_non_zero_eigs]
  exact rank_self_mul_transpose B
```

## G in the delocalized coordinates

The matrix that takes x to q is UᵀB. Its own G matrix is

(UᵀB)(UᵀB)ᵀ = UᵀBBᵀU = Uᵀ(GU) = UᵀUΛ = Λ.

```lean
/-- In delocalized coordinates the matrix `G` is diagonal, with the chosen eigenvalues on
the diagonal. -/
theorem delocalized_gMatrix [DecidableEq k] {B : Matrix m n ℝ} {U : Matrix m k ℝ}
    {lam : k → ℝ} (h : IsDelocalizedSet B U lam) :
    gMatrix (Uᵀ * B) = diagonal lam := by
  have e : gMatrix (Uᵀ * B) = Uᵀ * (gMatrix B * U) := by
    simp only [gMatrix, transpose_mul, transpose_transpose, Matrix.mul_assoc]
  rw [e, h.eigen, ← Matrix.mul_assoc, h.orthonormal, Matrix.one_mul]
```

No λ_a is zero, so Λ has an inverse with entries 1/λ_a:

ΛΛ⁻¹ = 1.

```lean
/-- The chosen eigenvalues can be inverted on the diagonal. -/
theorem diagonal_mul_inv [DecidableEq k] {B : Matrix m n ℝ} {U : Matrix m k ℝ}
    {lam : k → ℝ} (h : IsDelocalizedSet B U lam) :
    diagonal lam * diagonal (fun a => (lam a)⁻¹) = 1 := by
  rw [diagonal_mul_diagonal, ← diagonal_one]
  congr 1
  funext a
  exact mul_inv_cancel₀ (h.nonzero a)
```

## Recovering the primitives

From GU = UΛ it follows that

U = GUΛ⁻¹ = B(BᵀUΛ⁻¹),

so every column of U lies in the range of B. The rank of U is the rank of UᵀU = 1, which is r. The range of U is thus an r-dimensional subspace of the r-dimensional range of B, and the two are equal. Hence Bx = Uc for some c, and

U(UᵀBx) = U(UᵀU)c = Uc = Bx.

In the proof, `hU`, `hle`, `hrank` and `hr` are the factorization, the inclusion, the equality of ranks and the equality of ranges.

```lean
/-- For every Cartesian displacement `x`, the changes of all primitive coordinates are
recovered from the changes of the delocalized ones by applying `U`. -/
theorem primitives_recovered [DecidableEq k] {B : Matrix m n ℝ} {U : Matrix m k ℝ}
    {lam : k → ℝ} (h : IsDelocalizedSet B U lam) (x : n → ℝ) :
    U *ᵥ ((Uᵀ * B) *ᵥ x) = B *ᵥ x := by
  -- every column of `U` lies in the range of `B`
  have hU : B * (Bᵀ * U * diagonal (fun a => (lam a)⁻¹)) = U := by
    calc B * (Bᵀ * U * diagonal (fun a => (lam a)⁻¹))
        = gMatrix B * U * diagonal (fun a => (lam a)⁻¹) := by
          simp only [gMatrix, Matrix.mul_assoc]
      _ = U := by
          rw [h.eigen, Matrix.mul_assoc, diagonal_mul_inv h, Matrix.mul_one]
  have hle : LinearMap.range U.mulVecLin ≤ LinearMap.range B.mulVecLin := by
    rintro _ ⟨c, rfl⟩
    refine ⟨(Bᵀ * U * diagonal (fun a => (lam a)⁻¹)) *ᵥ c, ?_⟩
    rw [mulVecLin_apply, mulVecLin_apply, mulVec_mulVec, hU]
  -- the two ranges have the same dimension, so they coincide
  have hrank : U.rank = B.rank := by
    rw [← rank_transpose_mul_self U, h.orthonormal, rank_one, h.full]
  have hr : LinearMap.range U.mulVecLin = LinearMap.range B.mulVecLin :=
    Submodule.eq_of_le_of_finrank_eq hle hrank
  have hx : B *ᵥ x ∈ LinearMap.range U.mulVecLin := by
    rw [hr]
    exact ⟨x, rfl⟩
  obtain ⟨c, hc⟩ := hx
  rw [mulVecLin_apply] at hc
  rw [← mulVec_mulVec, ← hc, mulVec_mulVec c Uᵀ U, h.orthonormal, one_mulVec]
```

The argument turns on `Submodule.eq_of_le_of_finrank_eq`, which says that a subspace contained in a finite-dimensional one of the same dimension is equal to it. It spares the proof any discussion of the discarded eigenvectors. The lemma asks for equal dimensions of the two ranges, yet it is handed `hrank`, a statement about matrix ranks. Lean accepts this because `Matrix.rank` is defined as the dimension of the range of `mulVecLin`, the linear map x ↦ Bx.

## Complete and nonredundant

Put R = (UᵀB)ᵀΛ⁻¹. The results `delocalized_gMatrix` and `diagonal_mul_inv` give

(UᵀB)R = ΛΛ⁻¹ = 1.

Three conclusions follow.

- Rank: r = rank((UᵀB)R) ≤ rank(UᵀB) ≤ r, the last step because UᵀB has r rows.
- Null space: if UᵀBx = 0, then Bx = U(UᵀBx) = 0; if Bx = 0, then UᵀBx = 0.
- Independence: for any q, the displacement x = Rq gives UᵀBx = q.

The equality of null spaces is completeness: a displacement with q = 0 leaves all primitives unchanged to first order. The third conclusion is nonredundancy, since no linear relation restricts the values of q.

```lean
/-- Delocalized coordinates are complete and nonredundant: `Uᵀ B` has the rank and the null
space of `B`, and any values of the delocalized changes are produced by some displacement. -/
theorem delocalized_complete_nonredundant [DecidableEq k] {B : Matrix m n ℝ}
    {U : Matrix m k ℝ} {lam : k → ℝ} (h : IsDelocalizedSet B U lam) :
    (Uᵀ * B).rank = B.rank ∧
    LinearMap.ker (Uᵀ * B).mulVecLin = LinearMap.ker B.mulVecLin ∧
    ∀ q : k → ℝ, ∃ x : n → ℝ, (Uᵀ * B) *ᵥ x = q := by
  -- a right inverse of `Uᵀ B`
  have hinv : (Uᵀ * B) * ((Uᵀ * B)ᵀ * diagonal (fun a => (lam a)⁻¹)) = 1 := by
    rw [← Matrix.mul_assoc]
    change gMatrix (Uᵀ * B) * _ = 1
    rw [delocalized_gMatrix h, diagonal_mul_inv h]
  refine ⟨?_, ?_, ?_⟩
  · have h1 := rank_mul_le_left (Uᵀ * B) ((Uᵀ * B)ᵀ * diagonal (fun a => (lam a)⁻¹))
    rw [hinv, rank_one] at h1
    have h2 := rank_le_card_height (Uᵀ * B)
    exact (le_antisymm h2 h1).trans h.full
  · ext x
    rw [LinearMap.mem_ker, LinearMap.mem_ker, mulVecLin_apply, mulVecLin_apply]
    constructor
    · intro hx
      rw [← primitives_recovered h x, hx, mulVec_zero]
    · intro hx
      rw [← mulVec_mulVec, hx, mulVec_zero]
  · intro q
    refine ⟨((Uᵀ * B)ᵀ * diagonal (fun a => (lam a)⁻¹)) *ᵥ q, ?_⟩
    rw [mulVec_mulVec, hinv, one_mulVec]
```

## Three atoms on a line

Let three atoms, numbered in order of increasing position, move along a line, with the distances d₁₂, d₂₃ and d₁₃ as primitives. One of them is redundant, since d₁₃ = d₁₂ + d₂₃. The rows of B and G are

B: (−1, 1, 0), (0, −1, 1), (−1, 0, 1)
G: (2, −1, 1), (−1, 2, 1), (1, 1, 2).

The eigenvalues of G are 3, 3 and 0, and B has rank 2. Orthonormal eigenvectors for the eigenvalue 3 are

u₁ = (1, −1, 0)/√2,  u₂ = (1, 1, 2)/√6.

Moving the third atom by one unit, x = (0, 0, 1), changes the primitives by Bx = (0, 1, 1). The delocalized changes are q₁ = −1/√2 and q₂ = 3/√6, and

q₁u₁ + q₂u₂ = (−1/2, 1/2, 0) + (1/2, 1/2, 1) = (0, 1, 1),

as required.

## Such a U exists for every B

Take an orthonormal eigenbasis of G and keep the vectors with nonzero eigenvalue as columns.

```lean
/-- The matrix whose columns are the eigenvectors of `G` with nonzero eigenvalue, taken from
an orthonormal eigenbasis. -/
def activeEigenvectors [DecidableEq m] (B : Matrix m n ℝ) :
    Matrix m {i // (gMatrix_isHermitian B).eigenvalues i ≠ 0} ℝ :=
  fun i a => ((gMatrix_isHermitian B).eigenvectorBasis a.1).ofLp i
```

Orthonormality and the eigenvalue equation are inherited from the basis, the eigenvalues are nonzero by selection, and the number of columns is r by the count above. The proof checks the two matrix equations entry by entry.

```lean
/-- For every `B`, the eigenvectors of `G` with nonzero eigenvalue in an orthonormal
eigenbasis form a delocalized set. -/
theorem activeEigenvectors_witness [DecidableEq m] (B : Matrix m n ℝ) :
    IsDelocalizedSet B (activeEigenvectors B)
      (fun a => (gMatrix_isHermitian B).eigenvalues a.1) where
  orthonormal := by
    ext a b
    have h := orthonormal_iff_ite.mp
      (gMatrix_isHermitian B).eigenvectorBasis.orthonormal a.1 b.1
    rw [PiLp.inner_apply] at h
    refine Eq.trans ?_ (h.trans ?_)
    · rw [Matrix.mul_apply]
      refine Finset.sum_congr rfl fun i _ => ?_
      simp [activeEigenvectors, mul_comm]
    · simp [Matrix.one_apply, Subtype.ext_iff]
  eigen := by
    ext i a
    have h := congrFun ((gMatrix_isHermitian B).mulVec_eigenvectorBasis a.1) i
    rw [Matrix.mul_diagonal]
    exact h.trans (mul_comm ((gMatrix_isHermitian B).eigenvalues a.1)
      (activeEigenvectors B i a))
  nonzero := fun a => a.2
  full := card_nonzero_eigenvalues B
```

## Fewer than r combinations lose information

Let W have fewer than r rows, each a linear combination of primitives; W stands where Uᵀ stood. Suppose every x with WBx = 0 also had Bx = 0. Then dim ker(WB) ≤ dim ker B, and with N Cartesian components

N = rank(WB) + dim ker(WB) < r + dim ker B = N,

a contradiction. So some displacement changes the primitives while all the combinations stay fixed to first order. In Lean, `h1` and `h2` are the two rank–nullity equations, and `omega` finds the contradiction.

```lean
/-- With fewer linear combinations of the primitives than the rank of `B`, some displacement
changes the primitives but leaves all the combinations unchanged to first order. -/
theorem fewer_coordinates_incomplete (B : Matrix m n ℝ) (W : Matrix k m ℝ)
    (hk : Fintype.card k < B.rank) :
    ∃ x : n → ℝ, (W * B) *ᵥ x = 0 ∧ B *ᵥ x ≠ 0 := by
  by_contra hno
  have hle : LinearMap.ker (W * B).mulVecLin ≤ LinearMap.ker B.mulVecLin := by
    intro x hx
    rw [LinearMap.mem_ker, mulVecLin_apply] at hx ⊢
    by_contra hB
    exact hno ⟨x, hx, hB⟩
  -- compare dimensions by rank and nullity
  have h0 := Submodule.finrank_mono hle
  have h1 := LinearMap.finrank_range_add_finrank_ker (W * B).mulVecLin
  have h2 := LinearMap.finrank_range_add_finrank_ker B.mulVecLin
  have h3 := rank_le_card_height (W * B)
  unfold Matrix.rank at hk h3
  omega

end

end DelocalizedInternalCoordinates
```

```lean
#print axioms DelocalizedInternalCoordinates.delocalized_complete_nonredundant
#print axioms DelocalizedInternalCoordinates.fewer_coordinates_incomplete
```

```
'DelocalizedInternalCoordinates.delocalized_complete_nonredundant' depends on axioms: [propext, Classical.choice, Quot.sound]
'DelocalizedInternalCoordinates.fewer_coordinates_incomplete' depends on axioms: [propext, Classical.choice, Quot.sound]
```
